# Expectation values of norm-one observables can differ by up to twice the square root of the infidelity

## States, observables and infidelity

Let $E$ be a complex inner-product space, of any dimension, with $\langle\cdot,\cdot\rangle$ conjugate-linear in its first argument. For unit vectors $\psi,\varphi\in E$, write $g=\langle\psi,\varphi\rangle$ and define the infidelity

$$e = 1-|g|^2 .$$

It is zero exactly when the two vectors describe the same physical state. An observable $O$ is a bounded linear operator with $\langle Ox,y\rangle=\langle x,Oy\rangle$ for all $x,y$. Its operator norm $\|O\|$ is the smallest constant $M\ge 0$ with $\|Ox\|\le M\|x\|$ for all $x$.

## What a fidelity says about other properties

Suppose that $\psi$ is a target state and $\varphi$ a normalised matrix-product approximation to it. For two such pure states and an observable of norm at most 1, an infidelity of $10^{-6}$ guarantees an error of at most $2\times10^{-3}$ in the expectation value, and some observable has exactly that error.

## The greatest difference

For every pair of unit vectors,

$$\max_{O\ \text{Hermitian},\ \|O\|\le1}\bigl|\langle\psi,O\psi\rangle-\langle\varphi,O\varphi\rangle\bigr| = 2\sqrt e .$$

This is `isGreatest_expectation_difference`. Its set consists of the real numbers `d` that occur as such a difference, and `IsGreatest` says that $2\sqrt e$ belongs to the set and bounds it from above. Operators have type `E →L[ℂ] E`, the continuous linear maps, and `Hermitian` is the identity given above. `expectation` is complex-valued, so the absolute value appears as a norm.

The statement is about pure, normalised states and bounded operators. It uses nothing of the matrix-product form, and it does not say that each observable has an error of order $\sqrt e$.

## The upper bound

Choose $u$ with $|u|=1$ and $ug=|g|$, and set $\chi=u\varphi$. The phase cancels in the expectation value, so $\langle\chi,O\chi\rangle=\langle\varphi,O\varphi\rangle$, while $\langle\psi,\chi\rangle=|g|$. Expanding the right-hand side confirms that

$$\langle\psi,O\psi\rangle-\langle\chi,O\chi\rangle=\tfrac12\bigl(\langle\psi-\chi,O(\psi+\chi)\rangle+\langle\psi+\chi,O(\psi-\chi)\rangle\bigr).$$

By Cauchy–Schwarz, each matrix element is at most $\|O\|\,\|\psi-\chi\|\,\|\psi+\chi\|$ in modulus, and so is their half-sum. Since $\|\psi\mp\chi\|^2=2\mp2|g|$, the product of the two norms is $\sqrt{4(1-|g|^2)}=2\sqrt e$. The difference is therefore at most $2\|O\|\sqrt e$. Hermiticity was not used.

The phase must be rotated before the norms are taken. For $\varphi=i\psi$ the infidelity is zero, yet $\|\psi-\varphi\|\,\|\psi+\varphi\|=2$, so the unrotated vectors give a useless bound for two identical physical states.

## An observable that attains it

Let $Dx=\langle\psi,x\rangle\psi-\langle\varphi,x\rangle\varphi$, the difference of the two density operators. It is Hermitian, and

$$D\psi=\psi-\bar g\varphi,\qquad D\varphi=g\psi-\varphi .$$

Applying $D$ again gives

$$D^2\psi=(\psi-\bar g\varphi)-\bar g(g\psi-\varphi)=e\psi,\qquad D^2\varphi=g(\psi-\bar g\varphi)-(g\psi-\varphi)=e\varphi .$$

Every $Dx$ is a combination of $\psi$ and $\varphi$, hence $D^3x=eDx$. It follows that

$$\|D^2x\|^2=\langle Dx,D^3x\rangle=e\|Dx\|^2,$$

$$\|Dx\|^2=\langle x,D^2x\rangle\le\|x\|\,\|D^2x\|=\sqrt e\,\|x\|\,\|Dx\| .$$

Thus $\|Dx\|\le\sqrt e\,\|x\|$, trivially so if $Dx=0$, and $\|D\|\le\sqrt e$.

Finally, $\langle\psi,D\psi\rangle=e$ and $\langle\varphi,D\varphi\rangle=-e$ differ by $2e$. For $e>0$, the operator $D/\sqrt e$ has norm at most 1 and attains $2\sqrt e$. For $e=0$, the zero operator attains the value 0.

## One observable for a whole family of states

The operator $D/\sqrt e$ changes with $\varphi$, so the maximum alone does not show how a fixed property converges. Take orthogonal unit vectors $\psi,\eta$, real $c,s$ with $c^2+s^2=1$, and

$$\varphi=c\psi+s\eta,\qquad Kx=\langle\eta,x\rangle\psi+\langle\psi,x\rangle\eta .$$

Then $\langle\psi,\varphi\rangle=c$ and $e=s^2$. Moreover $\langle\psi,K\psi\rangle=0$ and $\langle\varphi,K\varphi\rangle=2cs$, so the error is

$$2|cs|=2\sqrt{e(1-e)} .$$

This is `coupling_error`. As $s\to0$ with $K$ held fixed, the error behaves as $2\sqrt e$.

## The Lean file

```lean
import Mathlib

open Complex

namespace FidelityAndObservables

noncomputable section

variable {E : Type*} [NormedAddCommGroup E] [InnerProductSpace ℂ E]

/-- The infidelity `1 - |⟨ψ,φ⟩|²` of two unit vectors. -/
def infidelity (ψ φ : E) : ℝ := 1 - ‖inner ℂ ψ φ‖ ^ 2

/-- The expectation value `⟨ψ, O ψ⟩` in a unit vector `ψ`. -/
def expectation (O : E →L[ℂ] E) (ψ : E) : ℂ := inner ℂ ψ (O ψ)

/-- A Hermitian operator. -/
def Hermitian (O : E →L[ℂ] E) : Prop := ∀ x y : E, inner ℂ (O x) y = inner ℂ x (O y)

/-- The difference `|ψ⟩⟨ψ| - |φ⟩⟨φ|` of two pure-state density operators. -/
def densityDifference (ψ φ : E) : E →L[ℂ] E :=
  (innerSL ℂ ψ).smulRight ψ - (innerSL ℂ φ).smulRight φ

/-- The density difference divided by the square root of the infidelity,
for states of nonzero infidelity. -/
def optimalObservable (ψ φ : E) : E →L[ℂ] E :=
  (((√(infidelity ψ φ))⁻¹ : ℝ) : ℂ) • densityDifference ψ φ

/-- The operator `|ψ⟩⟨η| + |η⟩⟨ψ|` that couples two states. -/
def coupling (ψ η : E) : E →L[ℂ] E :=
  (innerSL ℂ η).smulRight ψ + (innerSL ℂ ψ).smulRight η

private lemma inner_self_real (y : E) : inner ℂ y y = ((‖y‖ ^ 2 : ℝ) : ℂ) := by
  simp [inner_self_eq_norm_sq_to_K]

private lemma inner_self_one {y : E} (h : ‖y‖ = 1) : inner ℂ y y = (1 : ℂ) := by
  rw [inner_self_real, h]; norm_num

private lemma density_apply (ψ φ x : E) :
    densityDifference ψ φ x = (inner ℂ ψ x : ℂ) • ψ - (inner ℂ φ x : ℂ) • φ := rfl

private lemma one_sub_overlap (ψ φ : E) :
    1 - inner ℂ ψ φ * inner ℂ φ ψ = (infidelity ψ φ : ℂ) := by
  rw [← inner_conj_symm φ ψ, Complex.mul_conj']
  simp [infidelity]

private lemma exists_phase (g : ℂ) : ∃ u : ℂ, ‖u‖ = 1 ∧ u * g = (‖g‖ : ℂ) := by
  refine ⟨exp (((-g.arg : ℝ) : ℂ) * I), Complex.norm_exp_ofReal_mul_I _, ?_⟩
  calc exp (((-g.arg : ℝ) : ℂ) * I) * g
      = exp (((-g.arg : ℝ) : ℂ) * I) * (‖g‖ * exp (g.arg * I)) := by
        rw [Complex.norm_mul_exp_arg_mul_I]
    _ = ‖g‖ * (exp (((-g.arg : ℝ) : ℂ) * I) * exp (g.arg * I)) := by ring
    _ = ‖g‖ := by rw [← Complex.exp_add]; simp

/-- For any bounded operator, the expectation values in two vectors differ by at most
the operator norm times the norms of the difference and of the sum of the vectors. -/
theorem expectation_sub_le (O : E →L[ℂ] E) (ψ χ : E) :
    ‖expectation O ψ - expectation O χ‖ ≤ ‖O‖ * (‖ψ - χ‖ * ‖ψ + χ‖) := by
  have h : ∀ x y : E, ‖(inner ℂ x (O y) : ℂ)‖ ≤ ‖O‖ * (‖x‖ * ‖y‖) := fun x y =>
    calc ‖(inner ℂ x (O y) : ℂ)‖ ≤ ‖x‖ * ‖O y‖ := norm_inner_le_norm x (O y)
      _ ≤ ‖x‖ * (‖O‖ * ‖y‖) := mul_le_mul_of_nonneg_left (O.le_opNorm y) (norm_nonneg x)
      _ = ‖O‖ * (‖x‖ * ‖y‖) := by ring
  -- polarisation into matrix elements between difference and sum
  have key : expectation O ψ - expectation O χ = (1 / 2 : ℂ) *
      (inner ℂ (ψ - χ) (O (ψ + χ)) + inner ℂ (ψ + χ) (O (ψ - χ))) := by
    simp only [expectation, map_add, map_sub, inner_add_left, inner_sub_left,
      inner_add_right, inner_sub_right]
    ring
  have half : ‖(1 / 2 : ℂ)‖ = 1 / 2 := by norm_num
  rw [key, norm_mul, half]
  have h3 := norm_add_le (inner ℂ (ψ - χ) (O (ψ + χ)) : ℂ) (inner ℂ (ψ + χ) (O (ψ - χ)))
  linarith [h (ψ - χ) (ψ + χ), h (ψ + χ) (ψ - χ)]

/-- For unit vectors and any bounded operator, Hermitian or not, the expectation values
differ by at most twice the operator norm times the square root of the infidelity. -/
theorem expectation_sub_le_infidelity (O : E →L[ℂ] E) {ψ φ : E}
    (hψ : ‖ψ‖ = 1) (hφ : ‖φ‖ = 1) :
    ‖expectation O ψ - expectation O φ‖ ≤ 2 * ‖O‖ * √(infidelity ψ φ) := by
  -- choose the phase of `φ` that makes the overlap real and non-negative
  obtain ⟨u, hu, hug⟩ := exists_phase (inner ℂ ψ φ)
  have huu : (starRingEnd ℂ) u * u = 1 := by rw [Complex.conj_mul', hu]; norm_num
  have hexp : expectation O (u • φ) = expectation O φ := by
    simp only [expectation, map_smul, inner_smul_left, inner_smul_right]
    linear_combination (inner ℂ φ (O φ)) * huu
  have hχ : ‖u • φ‖ = 1 := by rw [norm_smul, hu, hφ, one_mul]
  have hre : RCLike.re (inner ℂ ψ (u • φ) : ℂ) = ‖(inner ℂ ψ φ : ℂ)‖ := by
    rw [inner_smul_right, hug]; simp
  have h1 := norm_sub_sq (𝕜 := ℂ) ψ (u • φ)
  have h2 := norm_add_sq (𝕜 := ℂ) ψ (u • φ)
  rw [hre, hψ, hχ] at h1 h2
  have hab : (‖ψ - u • φ‖ * ‖ψ + u • φ‖ / 2) ^ 2 = infidelity ψ φ := by
    rw [div_pow, mul_pow, h1, h2, infidelity]; ring
  have hs : √(infidelity ψ φ) = ‖ψ - u • φ‖ * ‖ψ + u • φ‖ / 2 := by
    rw [← hab, Real.sqrt_sq (by positivity)]
  have h3 := expectation_sub_le O ψ (u • φ)
  rw [hexp] at h3
  rw [hs]
  linarith

/-- The difference of two pure-state density operators is Hermitian. -/
theorem densityDifference_hermitian (ψ φ : E) : Hermitian (densityDifference ψ φ) := by
  intro x y
  simp only [density_apply, inner_sub_left, inner_sub_right, inner_smul_left,
    inner_smul_right, inner_conj_symm]
  ring

/-- For unit vectors, the cube of the density difference is the infidelity times the
density difference. -/
theorem densityDifference_cube {ψ φ : E} (hψ : ‖ψ‖ = 1) (hφ : ‖φ‖ = 1) (x : E) :
    densityDifference ψ φ (densityDifference ψ φ (densityDifference ψ φ x)) =
      (infidelity ψ φ : ℂ) • densityDifference ψ φ x := by
  -- the square acts on both states as multiplication by the infidelity
  have h1 : densityDifference ψ φ (densityDifference ψ φ ψ) = (infidelity ψ φ : ℂ) • ψ := by
    rw [← one_sub_overlap]
    simp only [density_apply, inner_sub_right, inner_smul_right, inner_self_one hψ,
      inner_self_one hφ]
    module
  have h2 : densityDifference ψ φ (densityDifference ψ φ φ) = (infidelity ψ φ : ℂ) • φ := by
    rw [← one_sub_overlap]
    simp only [density_apply, inner_sub_right, inner_smul_right, inner_self_one hψ,
      inner_self_one hφ]
    module
  rw [density_apply ψ φ x]
  simp only [map_sub, map_smul, h1, h2]
  module

/-- For unit vectors, the operator norm of the density difference is at most the square
root of the infidelity. -/
theorem densityDifference_norm_le {ψ φ : E} (hψ : ‖ψ‖ = 1) (hφ : ‖φ‖ = 1) :
    ‖densityDifference ψ φ‖ ≤ √(infidelity ψ φ) := by
  have he : 0 ≤ infidelity ψ φ := by
    have h := norm_inner_le_norm (𝕜 := ℂ) ψ φ
    rw [hψ, hφ] at h
    unfold infidelity
    nlinarith [norm_nonneg (inner ℂ ψ φ : ℂ)]
  refine ContinuousLinearMap.opNorm_le_bound _ (Real.sqrt_nonneg _) fun x => ?_
  have sym := densityDifference_hermitian ψ φ
  have cube := densityDifference_cube hψ hφ x
  set D := densityDifference ψ φ
  have h1 := norm_inner_le_norm (𝕜 := ℂ) x (D (D x))
  rw [← sym, inner_self_real, Complex.norm_real, Real.norm_of_nonneg (sq_nonneg _)] at h1
  have h2 : ‖D (D x)‖ ^ 2 = infidelity ψ φ * ‖D x‖ ^ 2 := by
    have h := sym (D x) (D (D x))
    rw [cube, inner_smul_right, inner_self_real, inner_self_real] at h
    exact_mod_cast h
  have h3 : ‖D (D x)‖ = √(infidelity ψ φ) * ‖D x‖ := by
    rw [← Real.sqrt_sq (norm_nonneg (D (D x))), h2, Real.sqrt_mul he,
      Real.sqrt_sq (norm_nonneg _)]
  rw [h3] at h1
  rcases (norm_nonneg (D x)).eq_or_lt with h | h
  · rw [← h]; positivity
  · exact le_of_mul_le_mul_right (by nlinarith [h1]) h

/-- For unit vectors of nonzero infidelity, the optimal observable is Hermitian, has norm at
most 1, and its expectation values differ by twice the square root of the infidelity. -/
theorem optimalObservable_spec {ψ φ : E} (hψ : ‖ψ‖ = 1) (hφ : ‖φ‖ = 1)
    (he : 0 < infidelity ψ φ) :
    Hermitian (optimalObservable ψ φ) ∧ ‖optimalObservable ψ φ‖ ≤ 1 ∧
      expectation (optimalObservable ψ φ) ψ - expectation (optimalObservable ψ φ) φ =
        ((2 * √(infidelity ψ φ) : ℝ) : ℂ) := by
  have hs : 0 < √(infidelity ψ φ) := Real.sqrt_pos.mpr he
  have happ : ∀ x, optimalObservable ψ φ x =
      (((√(infidelity ψ φ))⁻¹ : ℝ) : ℂ) • densityDifference ψ φ x := fun _ => rfl
  refine ⟨fun x y => ?_, ?_, ?_⟩
  · rw [happ, happ, inner_smul_left, inner_smul_right, Complex.conj_ofReal,
      densityDifference_hermitian ψ φ x y]
  · rw [optimalObservable, norm_smul, Complex.norm_real,
      Real.norm_of_nonneg (inv_nonneg.mpr hs.le)]
    calc (√(infidelity ψ φ))⁻¹ * ‖densityDifference ψ φ‖
        ≤ (√(infidelity ψ φ))⁻¹ * √(infidelity ψ φ) :=
          mul_le_mul_of_nonneg_left (densityDifference_norm_le hψ hφ) (inv_nonneg.mpr hs.le)
      _ = 1 := inv_mul_cancel₀ hs.ne'
  · have hval : (√(infidelity ψ φ))⁻¹ * (2 * infidelity ψ φ) = 2 * √(infidelity ψ φ) := by
      rw [inv_mul_eq_iff_eq_mul₀ hs.ne']
      linear_combination -2 * Real.mul_self_sqrt he.le
    rw [← hval]
    simp only [expectation, happ, density_apply, inner_smul_right, inner_sub_right,
      inner_self_one hψ, inner_self_one hφ]
    push_cast
    rw [← one_sub_overlap]
    ring

/-- For any two unit vectors, the largest difference of expectation values over all Hermitian
operators of norm at most 1 is twice the square root of the infidelity, and it is attained. -/
theorem isGreatest_expectation_difference {ψ φ : E} (hψ : ‖ψ‖ = 1) (hφ : ‖φ‖ = 1) :
    IsGreatest {d : ℝ | ∃ O : E →L[ℂ] E, Hermitian O ∧ ‖O‖ ≤ 1 ∧
      ‖expectation O ψ - expectation O φ‖ = d} (2 * √(infidelity ψ φ)) := by
  constructor
  · rcases le_or_gt (infidelity ψ φ) 0 with he | he
    · -- parallel states: every observable agrees, so the zero operator will do
      refine ⟨0, fun x y => by simp, by simp, ?_⟩
      rw [Real.sqrt_eq_zero_of_nonpos he]
      simp [expectation]
    · obtain ⟨h1, h2, h3⟩ := optimalObservable_spec hψ hφ he
      refine ⟨_, h1, h2, ?_⟩
      rw [h3, Complex.norm_real, Real.norm_of_nonneg (by positivity)]
  · rintro d ⟨O, -, hO, rfl⟩
    have h := expectation_sub_le_infidelity O hψ hφ
    nlinarith [mul_le_mul_of_nonneg_right hO (Real.sqrt_nonneg (infidelity ψ φ))]

/-- Let `ψ`, `η` be orthogonal unit vectors and `φ = c ψ + s η` with real `c² + s² = 1`.
The coupling operator, which does not depend on `c` and `s`, is Hermitian, and its expectation
values in `φ` and `ψ` differ by `2 √(e (1 - e))`, where `e` is the infidelity. -/
theorem coupling_error {ψ η : E} (hψ : ‖ψ‖ = 1) (hη : ‖η‖ = 1)
    (h : inner ℂ ψ η = (0 : ℂ)) {c s : ℝ} (hcs : c ^ 2 + s ^ 2 = 1) :
    Hermitian (coupling ψ η) ∧
      ‖expectation (coupling ψ η) ((c : ℂ) • ψ + (s : ℂ) • η) - expectation (coupling ψ η) ψ‖ =
        2 * √(infidelity ψ ((c : ℂ) • ψ + (s : ℂ) • η) *
          (1 - infidelity ψ ((c : ℂ) • ψ + (s : ℂ) • η))) := by
  have happ : ∀ x, coupling ψ η x = (inner ℂ η x : ℂ) • ψ + (inner ℂ ψ x : ℂ) • η :=
    fun _ => rfl
  have h' : inner ℂ η ψ = (0 : ℂ) := inner_eq_zero_symm.mp h
  refine ⟨fun x y => ?_, ?_⟩
  · simp only [happ, inner_add_left, inner_add_right, inner_smul_left, inner_smul_right,
      inner_conj_symm]
    ring
  · have hov : inner ℂ ψ ((c : ℂ) • ψ + (s : ℂ) • η) = (c : ℂ) := by
      rw [inner_add_right, inner_smul_right, inner_smul_right, inner_self_one hψ, h]
      ring
    have he : infidelity ψ ((c : ℂ) • ψ + (s : ℂ) • η) = s ^ 2 := by
      rw [infidelity, hov, Complex.norm_real, Real.norm_eq_abs, sq_abs]
      linarith
    have hd : expectation (coupling ψ η) ((c : ℂ) • ψ + (s : ℂ) • η) -
        expectation (coupling ψ η) ψ = ((2 * (s * c) : ℝ) : ℂ) := by
      simp only [expectation, happ, inner_add_left, inner_add_right, inner_smul_left,
        inner_smul_right, inner_self_one hψ, inner_self_one hη, h, h', Complex.conj_ofReal]
      push_cast
      ring
    have hsq : s ^ 2 * (1 - s ^ 2) = (s * c) ^ 2 := by linear_combination -s ^ 2 * hcs
    rw [hd, he, hsq, Real.sqrt_sq_eq_abs, Complex.norm_real, Real.norm_eq_abs, abs_mul, abs_two]

end

end FidelityAndObservables
```

```lean
#print axioms FidelityAndObservables.isGreatest_expectation_difference
#print axioms FidelityAndObservables.coupling_error
```

```
'FidelityAndObservables.isGreatest_expectation_difference' depends on axioms: [propext, Classical.choice, Quot.sound]
'FidelityAndObservables.coupling_error' depends on axioms: [propext, Classical.choice, Quot.sound]
```

## From the derivation to the code

**The bound.** `exists_phase` supplies $u$ from the polar form of $g$. `expectation_sub_le` contains the polarisation identity, as `key`, and the Cauchy–Schwarz estimate, as `h`. In `expectation_sub_le_infidelity`, `hexp` states that the phase leaves the expectation value unchanged, and `hs` identifies $\sqrt e$ with half the product of norms.

**The density difference.** In `densityDifference`, `innerSL ℂ ψ` is the bra $\langle\psi|$, and `smulRight ψ` attaches the ket. `densityDifference_cube` first computes $D^2\psi$ and $D^2\varphi$, as `h1` and `h2`; the tactic `module` collects the coefficients of the vectors.

**From vectors to the operator norm.** The device that carries the attainment is `ContinuousLinearMap.opNorm_le_bound`. Given a non-negative constant $M$ and a proof of $\|Dx\|\le M\|x\|$ for every $x$, it returns $\|D\|\le M$. With $M=\sqrt e$, `densityDifference_norm_le` has only to treat a single vector, and no diagonalisation is needed. There `h1` is the Cauchy–Schwarz step and `h3` is $\|D^2x\|=\sqrt e\,\|Dx\|$. The final case split separates $Dx=0$ from the case where $\|Dx\|$ can be cancelled.

**The maximum.** `optimalObservable_spec` rescales $D$ and checks hermiticity, norm and difference for $e>0$. The main theorem adds the zero operator for the remaining case and takes the upper bound from `expectation_sub_le_infidelity`.

**The fixed observable.** In `coupling_error`, `hov` and `he` compute the overlap and the infidelity, `hd` gives the difference $2sc$, and `hsq` rewrites $e(1-e)$ as $(sc)^2$, whose square root is $|sc|$.
